# Projecting out the occupied orbitals removes the first-order energy from the Sternheimer equation with overlap

Let $H_0$ and $S_0$ be Hermitian matrices in a finite basis, and let the columns $\psi_m$ of a matrix $C$ be the occupied orbitals. They satisfy

$$H_0C=S_0C\Lambda,\qquad C^\dagger S_0C=1,$$

where $\Lambda$ is diagonal with real entries $\varepsilon_m$. A dagger denotes the conjugate transpose, and the projector that removes the occupied orbitals is

$$P_c=1-CC^\dagger S_0.$$

Now perturb both matrices, with first-order changes $H_1$ and $S_1$. For a chosen orbital $j$, the first-order orbital $\psi^{(1)}$ and the first-order energy $e_1$ obey

$$(H_0-\varepsilon_jS_0)\psi^{(1)}=-(H_1-\varepsilon_jS_1-e_1S_0)\psi_j.$$

I understand that the projected orbital then satisfies

$$(H_0-\varepsilon_jS_0)P_c\psi^{(1)}=-P_c^\dagger(H_1-\varepsilon_jS_1)\psi_j,$$

with $e_1$ gone. But $P_c$ need not be Hermitian when the overlap matrix differs from the identity, and I would like to see exactly where $P_c$ and where $P_c^\dagger$ belongs. Can this be derived rigorously, with a proof that a machine has checked?

## Why the projector turns into its adjoint

Yes. Since $S_0$ is Hermitian, the adjoint projector is $P_c^\dagger=1-S_0CC^\dagger$. Taking the adjoint of the eigenvalue equation, with $\Lambda$ real, gives

$$C^\dagger H_0=\Lambda C^\dagger S_0.$$

The two forms of the eigenvalue equation together yield

$$H_0CC^\dagger S_0=S_0C\Lambda C^\dagger S_0=S_0CC^\dagger H_0.$$

For any complex number $z$, therefore,

$$\begin{aligned}
(H_0-zS_0)P_c
&=H_0-zS_0-H_0CC^\dagger S_0+zS_0CC^\dagger S_0\\
&=H_0-zS_0-S_0CC^\dagger H_0+zS_0CC^\dagger S_0\\
&=(1-S_0CC^\dagger)(H_0-zS_0)\\
&=P_c^\dagger(H_0-zS_0).
\end{aligned}$$

So $P_c$ acts on orbitals, and $P_c^\dagger$ acts on the vectors that $H_0$ and $S_0$ produce from them.

Orthonormality supplies the other ingredient:

$$P_c^\dagger S_0C=S_0C-S_0C(C^\dagger S_0C)=0.$$

Column $j$ of this identity is $P_c^\dagger S_0\psi_j=0$. Set $z=\varepsilon_j$ and apply the first-order equation:

$$\begin{aligned}
(H_0-\varepsilon_jS_0)P_c\psi^{(1)}
&=P_c^\dagger(H_0-\varepsilon_jS_0)\psi^{(1)}\\
&=-P_c^\dagger(H_1-\varepsilon_jS_1)\psi_j+e_1P_c^\dagger S_0\psi_j\\
&=-P_c^\dagger(H_1-\varepsilon_jS_1)\psi_j.
\end{aligned}$$

## A level shift that enforces the projection

The matrix $H_0-\varepsilon_jS_0$ is singular, because it annihilates $\psi_j$. A solution of the projected equation can therefore still contain an arbitrary amount of $\psi_j$. Adding a level shift $\alpha$ on the occupied orbitals addresses this:

$$K=H_0-\varepsilon_jS_0+\alpha S_0CC^\dagger S_0.$$

Consider $Kx=-P_c^\dagger b$ for an arbitrary vector $b$. Multiplying $K$ by $C^\dagger$ from the left and using orthonormality gives

$$C^\dagger K=(\Lambda-\varepsilon_j+\alpha)C^\dagger S_0,$$

while $C^\dagger P_c^\dagger=C^\dagger-(C^\dagger S_0C)C^\dagger=0$. Hence, for every occupied $m$,

$$(\varepsilon_m-\varepsilon_j+\alpha)(C^\dagger S_0x)_m=0.$$

If none of the prefactors vanishes, then $C^\dagger S_0x=0$, which means $P_cx=x$. The shift term then gives zero on $x$, and the unshifted equation remains. Conversely, if $P_cx=x$, then $CC^\dagger S_0x=0$, so the shift can be added without changing anything.

Finally, orthonormality gives $P_c^2=P_c$, so $P_c\psi^{(1)}$ is itself unchanged by $P_c$. It solves the shifted equation with $b=(H_1-\varepsilon_jS_1)\psi_j$. If $K$ is nonsingular, it is the only solution.

## What the Lean theorems say

The type `n` labels basis functions and `k` labels occupied orbitals. Orbitals are coefficient vectors of type `n → ℂ`, and `orbital C j` is column $j$ of `C`. The symbol `ᴴ` is the conjugate transpose, `*ᵥ` applies a matrix to a vector, and `•` multiplies by a scalar.

The structure `OccupiedStates H₀ S₀ C ε` collects the zeroth-order relations: two Hermiticity conditions, the generalized eigenvalue equation and $S_0$-orthonormality. The energies are real through the type `ε : k → ℝ`.

The main result is `projected_sternheimer`. Its hypothesis `hψ` is the first-order equation for orbital `j`, and its conclusion is the projected equation. Three features of the statement matter for the physics:

- The matrices `H₁` and `S₁` are arbitrary, with no Hermiticity required, and `e₁` may be complex. The first-order equation itself ties `e₁` to the perturbation.
- Neither completeness of the orbitals nor positive definiteness of `S₀` is assumed, and degenerate energies are allowed.
- A solution `ψ₁` is assumed to exist. For a degenerate level this presupposes zeroth-order orbitals suited to the perturbation.

The theorem `shifted_iff_projected` states the equivalence for the level-shifted equation. Its condition `hα` says that no shifted occupied level $\varepsilon_m+\alpha$ equals $\varepsilon_j$; the case $m=j$ requires $\alpha\ne0$. The theorem `shifted_solution_eq` identifies the shifted solution with $P_c\psi^{(1)}$, assuming a nonzero determinant. Physically, for a positive definite overlap, this assumption also excludes a state left out of $C$ that has the same energy $\varepsilon_j$.

In density-functional perturbation theory for insulators with ultrasoft pseudopotentials or PAW, this is the algebra of one static linear solve in a finite basis, with $H_1$ and $S_1$ given. The self-consistent determination of $H_1$ is not part of the model. The solve also does not return the occupied component of $\psi^{(1)}$, which $P_c$ discards and which the perturbed normalization condition partly fixes.

```lean
import Mathlib

open Matrix

namespace SternheimerOverlap

noncomputable section

variable {n k : Type*} [Fintype n] [DecidableEq n] [Fintype k] [DecidableEq k]

/-- The columns of `C` are `S₀`-orthonormal solutions of the generalized eigenvalue problem
of the Hermitian pair `H₀`, `S₀`, with real energies `ε`. -/
structure OccupiedStates (H₀ S₀ : Matrix n n ℂ) (C : Matrix n k ℂ) (ε : k → ℝ) : Prop where
  hermH : H₀ᴴ = H₀
  hermS : S₀ᴴ = S₀
  eigen : H₀ * C = S₀ * C * diagonal (fun m => (ε m : ℂ))
  orth : Cᴴ * S₀ * C = 1

/-- The orbital `ψ_j`, column `j` of the coefficient matrix. -/
def orbital (C : Matrix n k ℂ) (j : k) : n → ℂ := fun i => C i j

/-- The projector `Pc = 1 - C C† S₀` that removes the occupied orbitals. -/
def Pc (S₀ : Matrix n n ℂ) (C : Matrix n k ℂ) : Matrix n n ℂ := 1 - C * Cᴴ * S₀

/-- The level-shifted operator `H₀ - z S₀ + α S₀ C C† S₀`. -/
def shifted (H₀ S₀ : Matrix n n ℂ) (C : Matrix n k ℂ) (z α : ℂ) : Matrix n n ℂ :=
  H₀ - z • S₀ + α • (S₀ * C * Cᴴ * S₀)

variable {H₀ S₀ : Matrix n n ℂ} {C : Matrix n k ℂ} {ε : k → ℝ}

omit [DecidableEq n] in
/-- The adjoint eigenvalue equation `C† H₀ = Λ C† S₀`. -/
theorem left_eigen (h : OccupiedStates H₀ S₀ C ε) :
    Cᴴ * H₀ = diagonal (fun m => (ε m : ℂ)) * Cᴴ * S₀ := by
  have hd : (diagonal (fun m => (ε m : ℂ)))ᴴ = diagonal (fun m => (ε m : ℂ)) := by
    rw [diagonal_conjTranspose]
    exact congrArg diagonal (funext fun m => Complex.conj_ofReal (ε m))
  calc Cᴴ * H₀ = (H₀ * C)ᴴ := by rw [conjTranspose_mul, h.hermH]
    _ = _ := by
      rw [h.eigen, conjTranspose_mul, conjTranspose_mul, hd, h.hermS, Matrix.mul_assoc]

/-- The adjoint projector is `Pc† = 1 - S₀ C C†`. -/
theorem Pc_adjoint (h : OccupiedStates H₀ S₀ C ε) : (Pc S₀ C)ᴴ = 1 - S₀ * C * Cᴴ := by
  rw [Pc, conjTranspose_sub, conjTranspose_one, conjTranspose_mul, conjTranspose_mul,
    conjTranspose_conjTranspose, h.hermS, Matrix.mul_assoc]

/-- The projector is idempotent, `Pc² = Pc`. -/
theorem Pc_idempotent (h : OccupiedStates H₀ S₀ C ε) : Pc S₀ C * Pc S₀ C = Pc S₀ C := by
  have hX : C * Cᴴ * S₀ * (C * Cᴴ * S₀) = C * Cᴴ * S₀ := by
    calc _ = C * (Cᴴ * S₀ * C) * (Cᴴ * S₀) := by simp only [Matrix.mul_assoc]
      _ = _ := by rw [h.orth, Matrix.mul_one, Matrix.mul_assoc]
  unfold Pc
  rw [Matrix.sub_mul, Matrix.one_mul, Matrix.mul_sub, Matrix.mul_one, hX]
  abel

/-- Moving the projector through `H₀ - z S₀` turns it into its adjoint. -/
theorem intertwining (h : OccupiedStates H₀ S₀ C ε) (z : ℂ) :
    (H₀ - z • S₀) * Pc S₀ C = (Pc S₀ C)ᴴ * (H₀ - z • S₀) := by
  -- both sides of `hH` equal `S₀ C Λ C† S₀`
  have hH : H₀ * (C * Cᴴ * S₀) = S₀ * C * Cᴴ * H₀ := by
    calc _ = (H₀ * C) * Cᴴ * S₀ := by simp only [Matrix.mul_assoc]
      _ = S₀ * C * (diagonal (fun m => (ε m : ℂ)) * Cᴴ * S₀) := by
        rw [h.eigen]; simp only [Matrix.mul_assoc]
      _ = _ := by rw [← left_eigen h]; simp only [Matrix.mul_assoc]
  have hS : S₀ * (C * Cᴴ * S₀) = S₀ * C * Cᴴ * S₀ := by simp only [Matrix.mul_assoc]
  rw [Pc_adjoint h, Pc]
  simp only [Matrix.mul_sub, Matrix.sub_mul, Matrix.mul_one, Matrix.one_mul,
    Matrix.smul_mul, Matrix.mul_smul, hH, hS]
  module

/-- **Projected Sternheimer equation with overlap.** If `ψ₁` solves the first-order equation
for orbital `j`, then `Pc ψ₁` solves an equation without the first-order energy `e₁`. -/
theorem projected_sternheimer (h : OccupiedStates H₀ S₀ C ε) (H₁ S₁ : Matrix n n ℂ)
    (j : k) (e₁ : ℂ) (ψ₁ : n → ℂ)
    (hψ : (H₀ - (ε j : ℂ) • S₀) *ᵥ ψ₁
      = -((H₁ - (ε j : ℂ) • S₁ - e₁ • S₀) *ᵥ orbital C j)) :
    (H₀ - (ε j : ℂ) • S₀) *ᵥ (Pc S₀ C *ᵥ ψ₁)
      = -((Pc S₀ C)ᴴ *ᵥ ((H₁ - (ε j : ℂ) • S₁) *ᵥ orbital C j)) := by
  -- orthonormality: `Pc† S₀ C = 0`
  have hM : (Pc S₀ C)ᴴ * (S₀ * C) = 0 := by
    have ha : S₀ * C * Cᴴ * (S₀ * C) = S₀ * C * (Cᴴ * S₀ * C) := by
      simp only [Matrix.mul_assoc]
    rw [Pc_adjoint h, Matrix.sub_mul, Matrix.one_mul, ha, h.orth, Matrix.mul_one, sub_self]
  have hz : (Pc S₀ C)ᴴ *ᵥ (S₀ *ᵥ orbital C j) = 0 :=
    funext fun i => congrFun (congrFun hM i) j
  have hs : (H₁ - (ε j : ℂ) • S₁ - e₁ • S₀) *ᵥ orbital C j
      = (H₁ - (ε j : ℂ) • S₁) *ᵥ orbital C j - e₁ • (S₀ *ᵥ orbital C j) := by
    rw [Matrix.sub_mulVec (H₁ - (ε j : ℂ) • S₁) (e₁ • S₀), Matrix.smul_mulVec]
  -- project the first-order equation; the `e₁` term drops out
  rw [mulVec_mulVec, intertwining h, ← mulVec_mulVec, hψ, hs, mulVec_neg, mulVec_sub,
    mulVec_smul, hz, smul_zero, sub_zero]

omit [DecidableEq k] in
/-- The level shift does not act on a vector left unchanged by `Pc`. -/
theorem shift_inactive (z α : ℂ) (x : n → ℂ) (hx : Pc S₀ C *ᵥ x = x) :
    shifted H₀ S₀ C z α *ᵥ x = (H₀ - z • S₀) *ᵥ x := by
  have hC : (C * Cᴴ * S₀) *ᵥ x = 0 := by
    rw [Pc, Matrix.sub_mulVec, one_mulVec] at hx
    exact sub_eq_self.mp hx
  have hQ : S₀ * C * Cᴴ * S₀ = S₀ * (C * Cᴴ * S₀) := by simp only [Matrix.mul_assoc]
  rw [shifted, Matrix.add_mulVec, Matrix.smul_mulVec, hQ, ← mulVec_mulVec, hC,
    mulVec_zero, smul_zero, add_zero]

/-- If `ε_m - ε_j + α` vanishes for no occupied `m`, the level-shifted equation is equivalent
to the unshifted one together with the constraint `Pc x = x`. -/
theorem shifted_iff_projected (h : OccupiedStates H₀ S₀ C ε) (j : k) (α : ℂ)
    (hα : ∀ m, (ε m : ℂ) - ε j + α ≠ 0) (b x : n → ℂ) :
    shifted H₀ S₀ C (ε j) α *ᵥ x = -((Pc S₀ C)ᴴ *ᵥ b) ↔
      Pc S₀ C *ᵥ x = x ∧ (H₀ - (ε j : ℂ) • S₀) *ᵥ x = -((Pc S₀ C)ᴴ *ᵥ b) := by
  constructor
  · intro hx
    have hQ : Cᴴ * (S₀ * C * Cᴴ * S₀) = Cᴴ * S₀ := by
      calc _ = (Cᴴ * S₀ * C) * (Cᴴ * S₀) := by simp only [Matrix.mul_assoc]
        _ = _ := by rw [h.orth, Matrix.one_mul]
    have hCP : Cᴴ * (Pc S₀ C)ᴴ = 0 := by
      have ha : Cᴴ * (S₀ * C * Cᴴ) = (Cᴴ * S₀ * C) * Cᴴ := by simp only [Matrix.mul_assoc]
      rw [Pc_adjoint h, Matrix.mul_sub, Matrix.mul_one, ha, h.orth, Matrix.one_mul, sub_self]
    -- on the occupied components the shifted operator is diagonal
    have key : Cᴴ * shifted H₀ S₀ C (ε j) α
        = diagonal (fun m => (ε m : ℂ) - ε j + α) * (Cᴴ * S₀) := by
      rw [shifted, Matrix.mul_add, Matrix.mul_sub, left_eigen h, Matrix.mul_smul,
        Matrix.mul_smul, hQ, Matrix.mul_assoc]
      ext m i
      simp only [Matrix.add_apply, Matrix.sub_apply, Matrix.smul_apply, diagonal_mul,
        smul_eq_mul]
      ring
    have h0 : diagonal (fun m => (ε m : ℂ) - ε j + α) *ᵥ ((Cᴴ * S₀) *ᵥ x) = 0 := by
      rw [mulVec_mulVec, ← key, ← mulVec_mulVec, hx, mulVec_neg, mulVec_mulVec, hCP,
        zero_mulVec, neg_zero]
    have hc : (Cᴴ * S₀) *ᵥ x = 0 := by
      funext m
      have hm := congrFun h0 m
      simp only [mulVec_diagonal, Pi.zero_apply] at hm
      exact (mul_eq_zero.mp hm).resolve_left (hα m)
    have hP : Pc S₀ C *ᵥ x = x := by
      rw [Pc, Matrix.sub_mulVec, one_mulVec, Matrix.mul_assoc, ← mulVec_mulVec, hc,
        mulVec_zero, sub_zero]
    exact ⟨hP, (shift_inactive _ α x hP).symm.trans hx⟩
  · rintro ⟨hP, hx⟩
    exact (shift_inactive _ α x hP).trans hx

/-- When the level-shifted matrix is nonsingular, the solution of the level-shifted
equation is `Pc ψ₁`, for any solution `ψ₁` of the first-order equation. -/
theorem shifted_solution_eq (h : OccupiedStates H₀ S₀ C ε) (H₁ S₁ : Matrix n n ℂ)
    (j : k) (e₁ α : ℂ) (ψ₁ x : n → ℂ) (hdet : (shifted H₀ S₀ C (ε j) α).det ≠ 0)
    (hψ : (H₀ - (ε j : ℂ) • S₀) *ᵥ ψ₁
      = -((H₁ - (ε j : ℂ) • S₁ - e₁ • S₀) *ᵥ orbital C j))
    (hx : shifted H₀ S₀ C (ε j) α *ᵥ x
      = -((Pc S₀ C)ᴴ *ᵥ ((H₁ - (ε j : ℂ) • S₁) *ᵥ orbital C j))) :
    x = Pc S₀ C *ᵥ ψ₁ := by
  have hP : Pc S₀ C *ᵥ (Pc S₀ C *ᵥ ψ₁) = Pc S₀ C *ᵥ ψ₁ := by
    rw [mulVec_mulVec, Pc_idempotent h]
  apply sub_eq_zero.mp
  apply Matrix.eq_zero_of_mulVec_eq_zero hdet
  rw [mulVec_sub, hx, shift_inactive _ α _ hP, projected_sternheimer h H₁ S₁ j e₁ ψ₁ hψ,
    sub_self]

/-- Two nonorthogonal basis functions with one occupied orbital of energy `1`: the
zeroth-order relations, a first-order equation with `e₁ = -1`, and a nonsingular
level-shifted matrix with `α = 1`. -/
theorem sternheimer_witness :
    OccupiedStates !![1, 1; 1, 3] !![1, 1; 1, 2] (!![1; 0] : Matrix (Fin 2) (Fin 1) ℂ)
      (fun _ => 1) ∧
    ((!![1, 1; 1, 3] - (1 : ℂ) • !![1, 1; 1, 2] : Matrix (Fin 2) (Fin 2) ℂ) *ᵥ ![0, -2]
      = -((!![0, 1; 1, 0] - (1 : ℂ) • !![1, 0; 0, 0] - (-1 : ℂ) • !![1, 1; 1, 2]) *ᵥ
        orbital (!![1; 0] : Matrix (Fin 2) (Fin 1) ℂ) 0)) ∧
    (shifted !![1, 1; 1, 3] !![1, 1; 1, 2]
      (!![1; 0] : Matrix (Fin 2) (Fin 1) ℂ) 1 1).det ≠ 0 := by
  refine ⟨⟨?_, ?_, ?_, ?_⟩, ?_, ?_⟩
  · ext i j
    fin_cases i <;> fin_cases j <;> simp [conjTranspose_apply]
  · ext i j
    fin_cases i <;> fin_cases j <;> simp [conjTranspose_apply]
  · ext i j
    fin_cases i <;> fin_cases j <;> simp [Matrix.mul_apply, Fin.sum_univ_succ]
  · ext i j
    fin_cases i
    fin_cases j
    simp [Matrix.mul_apply, Fin.sum_univ_succ]
  · funext i
    fin_cases i <;> norm_num [orbital, Matrix.mulVec, dotProduct, Fin.sum_univ_succ]
  · have hC : (!![1; 0] : Matrix (Fin 2) (Fin 1) ℂ)ᴴ = !![1, 0] := by
      ext i j
      fin_cases i
      fin_cases j <;> simp [conjTranspose_apply]
    rw [shifted, hC, det_fin_two]
    simp only [Matrix.add_apply, Matrix.sub_apply, Matrix.smul_apply, Matrix.mul_apply,
      Fin.sum_univ_two, Fin.sum_univ_one]
    norm_num

end

end SternheimerOverlap
```

```lean
#print axioms SternheimerOverlap.projected_sternheimer
-- 'SternheimerOverlap.projected_sternheimer' depends on axioms: [propext, Classical.choice, Quot.sound]
#print axioms SternheimerOverlap.shifted_iff_projected
-- 'SternheimerOverlap.shifted_iff_projected' depends on axioms: [propext, Classical.choice, Quot.sound]
#print axioms SternheimerOverlap.shifted_solution_eq
-- 'SternheimerOverlap.shifted_solution_eq' depends on axioms: [propext, Classical.choice, Quot.sound]
```

## How the proof follows the algebra

`left_eigen` takes the adjoint of the eigenvalue equation, using the fact that real energies equal their complex conjugates. `Pc_adjoint` computes $P_c^\dagger$, and `Pc_idempotent` proves $P_c^2=P_c$ by finding the factor $C^\dagger S_0C$ inside the product and replacing it by the identity.

In `intertwining`, the auxiliary equation `hH` is the identity $H_0CC^\dagger S_0=S_0CC^\dagger H_0$. Its `calc` chain passes through the expression containing $\Lambda$, as in the derivation. After both sides have been expanded, `module` collects the matching terms.

The proof of `projected_sternheimer` first establishes $P_c^\dagger S_0C=0$ as `hM` and reads off column `j` as `hz`. The equation `hs` separates the `e₁` term from the rest of the perturbation. The final rewrite moves the projector through the operator, inserts the first-order equation `hψ`, and removes the `e₁` term with `hz`.

`shift_inactive` shows that the level shift gives zero on any vector with $P_cx=x$. This settles the direction of `shifted_iff_projected` from the projected equation to the shifted one. For the other direction, `key` is the formula for $C^\dagger K$ and `hCP` is $C^\dagger P_c^\dagger=0$. Together they give `h0`, a diagonal system for the occupied components. Dividing out the nonzero prefactors in `hα` yields `hc`, that is, $C^\dagger S_0x=0$, from which the constraint and the unshifted equation follow.

For `shifted_solution_eq`, the proof applies the shifted matrix to the difference $x-P_c\psi^{(1)}$. The result is zero by `projected_sternheimer` and `shift_inactive`, so the nonzero determinant forces the difference to vanish.

The last theorem, `sternheimer_witness`, checks a concrete case entry by entry, which shows that the assumptions are consistent. It has two nonorthogonal basis functions and one occupied orbital $\psi=(1,0)^T$, which has unit norm with respect to $S_0$ and energy $1$. The vector $\psi^{(1)}=(0,-2)^T$ solves the first-order equation with $e_1=-1$. It does not satisfy the perturbed normalization condition; adding $\tfrac32\psi$ would repair that without changing the projected orbital. Here $C^\dagger S_0\psi^{(1)}=-2$, so the projected orbital is $P_c\psi^{(1)}=(2,-2)^T$. Both sides of the projected equation then equal $(0,-2)^T$.
